# The scaled potential of three charges on a line tends to that of a point quadrupole

## Charges, units and the scaling

Two unit charges sit at $hd$ and $-hd$, and a charge $-2$ sits at the origin. The vector $d$ fixes the axis, and the real number $h$ sets the size. In units where a unit charge has potential 1/distance, the potential at an observation point $r$ is

$$\Phi_h(r)=\frac1{\|r-hd\|}+\frac1{\|r+hd\|}-\frac2{\|r\|}.$$

The total charge and the dipole moment vanish. As the outer charges move inwards, $\Phi_h$ itself goes to zero, so the quantity to study is $\Phi_h/h^2$. This is the potential of the same arrangement with all charges multiplied by $1/h^2$, which keeps the quadrupole moment fixed while the source shrinks.

The letter $d$ is not a dipole moment here. In the common convention $Q_{ij}=\sum_k q_k(3x_{k,i}x_{k,j}-\|x_k\|^2\delta_{ij})$, with charges $q_k$ at positions $x_k$, the scaled source has $Q_{ij}=2(3d_id_j-\|d\|^2\delta_{ij})$.

## The limit and its Lean form

For every $r\neq0$ and every $d$,

$$\lim_{h\to0,\;h\neq0}\frac{\Phi_h(r)}{h^2}=\frac{3\langle r,d\rangle^2-\|r\|^2\|d\|^2}{\|r\|^5}.$$

In Lean, $\Phi_h(r)$ is `linearQuadrupole r d h`, the right-hand side is `quadrupolePotential r d`, and the limit is `tendsto_quadrupolePotential`. The filter `𝓝[≠] 0` expresses that $h$ approaches zero through nonzero values of either sign. The hypothesis `hr` keeps the observer away from the central charge.

The space `E` is any real inner-product space. Physical space is the three-dimensional case; in other dimensions the 1/distance law is simply postulated.

Molecular simulations sometimes represent a linear molecule such as N₂ by three charges and sometimes by a point quadrupole; the theorem connects the two descriptions for a single isolated source, without periodic images. In such models of N₂ the outer charges are negative and the central one is positive, so both potentials have the opposite sign to those written here. A real molecule has a fixed size, and replacing it by the limit needs an error estimate at that size, which the theorem does not supply.

## Removing the inverse powers of h

Write $a=\|r\|$, $s=\|r-hd\|$, $t=\|r+hd\|$, $p=\langle r,d\rangle$ and $q=\|d\|^2$. Expanding the squares gives

$$s^2=a^2-2hp+h^2q,\qquad t^2=a^2+2hp+h^2q.$$

Take $h\neq0$ and $r$ away from all three charges. Rationalising the differences of inverse distances gives

$$\frac1s-\frac1a=\frac{a^2-s^2}{as(a+s)}=(2hp-h^2q)\,S,\qquad S=\frac1{as(a+s)},$$

$$\frac1t-\frac1a=(-2hp-h^2q)\,T,\qquad T=\frac1{at(a+t)}.$$

Their sum is $\Phi_h=2hp(S-T)-h^2q(S+T)$. The first term is also of second order. Since $t(a+t)-s(a+s)=(t-s)(a+s+t)$ and $(t-s)(s+t)=t^2-s^2=4hp$,

$$S-T=\frac{(t-s)(a+s+t)}{ast(a+s)(a+t)}=4hp\,G,\qquad G=\frac{a+s+t}{ast(a+s)(a+t)(s+t)}.$$

Therefore

$$\frac{\Phi_h}{h^2}=8p^2G-q(S+T),$$

which is exact at finite size. As $h\to0$, both $s$ and $t$ tend to $a$, so $G\to 3/(8a^5)$ and $S,T\to1/(2a^3)$. The limit is $3p^2/a^5-q/a^3$, as stated.

## Angles, four charges and three axes

**Angular form.** With $\theta$ the angle between $r$ and $d$, substituting $p=\|r\|\|d\|\cos\theta$ turns the limit into $\|d\|^2(3\cos^2\theta-1)/\|r\|^3$. If $d=0$, both forms vanish whatever value $\theta$ is given.

**Four charges.** Put charges $+1$ at $\pm h(d+e)$ and $-1$ at $\pm h(d-e)$, where $e$ is a second vector. This is the difference of two linear quadrupoles, whose central charges cancel. From $(x+y)^2-(x-y)^2=4xy$ and $\|d+e\|^2-\|d-e\|^2=4\langle d,e\rangle$, the potential divided by $4h^2$ tends to

$$\frac{3\langle r,d\rangle\langle r,e\rangle-\|r\|^2\langle d,e\rangle}{\|r\|^5}.$$

**All axes together.** Let $b_i$ be an orthonormal basis with $n$ elements. Since $\sum_i\langle r,b_i\rangle^2=\|r\|^2$, the ideal potentials along the axes add up to

$$\frac{3\|r\|^2-n\|r\|^2}{\|r\|^5}=\frac{3-n}{\|r\|^3},$$

which is zero exactly when $n=3$. In physical space, equal ideal quadrupoles placed at one point along three perpendicular axes thus produce no potential away from that point. For three linear quadrupoles of finite size the cancellation is in general not exact.

## The complete Lean file

```lean
import Mathlib

open Filter Topology

namespace PointQuadrupole

noncomputable section

variable {E : Type*} [NormedAddCommGroup E] [InnerProductSpace ℝ E]

/-- Potential at `r` of unit charges at `h d` and `-h d` and a charge `-2` at the origin,
for `r` away from the three charges. -/
def linearQuadrupole (r d : E) (h : ℝ) : ℝ :=
  1 / ‖r - h • d‖ + 1 / ‖r + h • d‖ - 2 / ‖r‖

/-- Potential at `r ≠ 0` of the ideal point quadrupole with axis vector `d`. -/
def quadrupolePotential (r d : E) : ℝ :=
  (3 * inner ℝ r d ^ 2 - ‖r‖ ^ 2 * ‖d‖ ^ 2) / ‖r‖ ^ 5

/-- The squared distance from `r` to the charge at `h d`. -/
theorem distance_sq (r d : E) (h : ℝ) :
    ‖r - h • d‖ ^ 2 = ‖r‖ ^ 2 - 2 * h * inner ℝ r d + h ^ 2 * ‖d‖ ^ 2 := by
  rw [norm_sub_sq_real, inner_smul_right, norm_smul, mul_pow, Real.norm_eq_abs, sq_abs]
  ring

/-- Exact potential of the linear quadrupole of finite size, divided by `h ^ 2`, for
nonzero `h` and a point `r` that is not the position of any of the three charges. -/
theorem finite_size_formula {r d : E} {h : ℝ} (hr : r ≠ 0) (hh : h ≠ 0)
    (hm : r - h • d ≠ 0) (hp : r + h • d ≠ 0) :
    linearQuadrupole r d h / h ^ 2 =
      8 * inner ℝ r d ^ 2 * ((‖r‖ + ‖r - h • d‖ + ‖r + h • d‖) /
        (‖r‖ * ‖r - h • d‖ * ‖r + h • d‖ * (‖r‖ + ‖r - h • d‖) * (‖r‖ + ‖r + h • d‖) *
          (‖r - h • d‖ + ‖r + h • d‖))) -
      ‖d‖ ^ 2 * (1 / (‖r‖ * ‖r - h • d‖ * (‖r‖ + ‖r - h • d‖)) +
        1 / (‖r‖ * ‖r + h • d‖ * (‖r‖ + ‖r + h • d‖))) := by
  have hs := distance_sq r d h
  have ht : ‖r + h • d‖ ^ 2 = ‖r‖ ^ 2 + 2 * h * inner ℝ r d + h ^ 2 * ‖d‖ ^ 2 := by
    have h' := distance_sq r d (-h)
    rw [neg_smul, sub_neg_eq_add] at h'
    linear_combination h'
  have ha0 : 0 < ‖r‖ := norm_pos_iff.2 hr
  have hs0 : 0 < ‖r - h • d‖ := norm_pos_iff.2 hm
  have ht0 : 0 < ‖r + h • d‖ := norm_pos_iff.2 hp
  unfold linearQuadrupole
  -- from here on only `h`, the three distances and two further scalars matter
  generalize ‖r - h • d‖ = s at hs hs0 ⊢
  generalize ‖r + h • d‖ = t at ht ht0 ⊢
  generalize ‖r‖ = a at hs ht ha0 ⊢
  generalize inner ℝ r d = p at hs ht ⊢
  generalize ‖d‖ ^ 2 = q at hs ht ⊢
  have has : a + s ≠ 0 := by positivity
  have hat : a + t ≠ 0 := by positivity
  have hst : s + t ≠ 0 := by positivity
  -- rationalise each difference of inverse distances
  have h1 : 1 / s - 1 / a = (2 * h * p - h ^ 2 * q) * (1 / (a * s * (a + s))) := by
    have e : 2 * h * p - h ^ 2 * q = (a - s) * (a + s) := by linear_combination hs
    rw [e]
    field_simp
  have h2 : 1 / t - 1 / a = (-(2 * h * p) - h ^ 2 * q) * (1 / (a * t * (a + t))) := by
    have e : -(2 * h * p) - h ^ 2 * q = (a - t) * (a + t) := by linear_combination ht
    rw [e]
    field_simp
  -- the terms of first order in h combine to a term of second order
  have h3 : 1 / (a * s * (a + s)) - 1 / (a * t * (a + t)) =
      4 * h * p * ((a + s + t) / (a * s * t * (a + s) * (a + t) * (s + t))) := by
    have e : 4 * h * p = (t - s) * (s + t) := by linear_combination hs - ht
    rw [e]
    field_simp
    ring
  rw [div_eq_iff (pow_ne_zero 2 hh)]
  linear_combination h1 + h2 + 2 * h * p * h3

/-- Point-quadrupole limit: at `r ≠ 0` the potential of the linear quadrupole divided by
`h ^ 2` tends to the ideal quadrupole potential as nonzero `h` tends to zero. -/
theorem tendsto_quadrupolePotential {r : E} (hr : r ≠ 0) (d : E) :
    Tendsto (fun h : ℝ => linearQuadrupole r d h / h ^ 2) (𝓝[≠] 0)
      (𝓝 (quadrupolePotential r d)) := by
  have ha : 0 < ‖r‖ := norm_pos_iff.2 hr
  -- both outer distances tend to the distance from the centre
  have hs : Tendsto (fun h : ℝ => ‖r - h • d‖) (𝓝[≠] 0) (𝓝 ‖r‖) := by
    have c : Continuous fun h : ℝ => ‖r - h • d‖ := by fun_prop
    simpa only [zero_smul, sub_zero] using (c.tendsto 0).mono_left nhdsWithin_le_nhds
  have ht : Tendsto (fun h : ℝ => ‖r + h • d‖) (𝓝[≠] 0) (𝓝 ‖r‖) := by
    have c : Continuous fun h : ℝ => ‖r + h • d‖ := by fun_prop
    simpa only [zero_smul, add_zero] using (c.tendsto 0).mono_left nhdsWithin_le_nhds
  have ka : Tendsto (fun _ : ℝ => ‖r‖) (𝓝[≠] 0) (𝓝 ‖r‖) := tendsto_const_nhds
  have k1 : Tendsto (fun _ : ℝ => (1 : ℝ)) (𝓝[≠] 0) (𝓝 1) := tendsto_const_nhds
  have n1 : ‖r‖ * ‖r‖ * (‖r‖ + ‖r‖) ≠ 0 := by positivity
  have n2 : ‖r‖ * ‖r‖ * ‖r‖ * (‖r‖ + ‖r‖) * (‖r‖ + ‖r‖) * (‖r‖ + ‖r‖) ≠ 0 := by positivity
  have kS := k1.div ((ka.mul hs).mul (ka.add hs)) n1
  have kT := k1.div ((ka.mul ht).mul (ka.add ht)) n1
  have kG := ((ka.add hs).add ht).div
    (((((ka.mul hs).mul ht).mul (ka.add hs)).mul (ka.add ht)).mul (hs.add ht)) n2
  have k := (kG.const_mul (8 * inner ℝ r d ^ 2)).sub ((kS.add kT).const_mul (‖d‖ ^ 2))
  have hlim : 8 * inner ℝ r d ^ 2 * ((‖r‖ + ‖r‖ + ‖r‖) /
      (‖r‖ * ‖r‖ * ‖r‖ * (‖r‖ + ‖r‖) * (‖r‖ + ‖r‖) * (‖r‖ + ‖r‖))) -
      ‖d‖ ^ 2 * (1 / (‖r‖ * ‖r‖ * (‖r‖ + ‖r‖)) + 1 / (‖r‖ * ‖r‖ * (‖r‖ + ‖r‖))) =
      quadrupolePotential r d := by
    unfold quadrupolePotential
    generalize ‖r‖ = a at ha ⊢
    rw [← two_mul a]
    field_simp
    ring
  rw [← hlim]
  refine k.congr' ?_
  filter_upwards [self_mem_nhdsWithin, hs.eventually_ne ha.ne', ht.eventually_ne ha.ne']
    with h h0 hm hp
  exact (finite_size_formula hr h0 (norm_ne_zero_iff.1 hm) (norm_ne_zero_iff.1 hp)).symm

/-- The same limit at `r ≠ 0`, written with the angle between `r` and the axis `d`. -/
theorem tendsto_angular_form {r : E} (hr : r ≠ 0) (d : E) :
    Tendsto (fun h : ℝ => linearQuadrupole r d h / h ^ 2) (𝓝[≠] 0)
      (𝓝 (‖d‖ ^ 2 * (3 * Real.cos (InnerProductGeometry.angle r d) ^ 2 - 1) / ‖r‖ ^ 3)) := by
  have ha : ‖r‖ ≠ 0 := norm_ne_zero_iff.2 hr
  have e : quadrupolePotential r d =
      ‖d‖ ^ 2 * (3 * Real.cos (InnerProductGeometry.angle r d) ^ 2 - 1) / ‖r‖ ^ 3 := by
    unfold quadrupolePotential
    rw [← InnerProductGeometry.cos_angle_mul_norm_mul_norm r d,
      div_eq_div_iff (pow_ne_zero 5 ha) (pow_ne_zero 3 ha)]
    ring
  rw [← e]
  exact tendsto_quadrupolePotential hr d

/-- Unit charges at `±h(d + e)` and charges `-1` at `±h(d - e)`: at `r ≠ 0` their potential
divided by `4 h ^ 2` has the stated limit, bilinear in `d` and `e`, as nonzero `h` tends to
zero. -/
theorem tendsto_parallelogram {r : E} (hr : r ≠ 0) (d e : E) :
    Tendsto (fun h : ℝ => (1 / ‖r - h • (d + e)‖ + 1 / ‖r + h • (d + e)‖
        - 1 / ‖r - h • (d - e)‖ - 1 / ‖r + h • (d - e)‖) / (4 * h ^ 2)) (𝓝[≠] 0)
      (𝓝 ((3 * inner ℝ r d * inner ℝ r e - ‖r‖ ^ 2 * inner ℝ d e) / ‖r‖ ^ 5)) := by
  -- polarisation: subtract the linear quadrupoles along the two diagonals
  have k := ((tendsto_quadrupolePotential hr (d + e)).sub
    (tendsto_quadrupolePotential hr (d - e))).div_const 4
  have hlim : (quadrupolePotential r (d + e) - quadrupolePotential r (d - e)) / 4 =
      (3 * inner ℝ r d * inner ℝ r e - ‖r‖ ^ 2 * inner ℝ d e) / ‖r‖ ^ 5 := by
    unfold quadrupolePotential
    rw [inner_add_right, inner_sub_right, norm_add_sq_real, norm_sub_sq_real]
    ring
  rw [← hlim]
  refine k.congr fun h => ?_
  show (linearQuadrupole r (d + e) h / h ^ 2 - linearQuadrupole r (d - e) h / h ^ 2) / 4 = _
  unfold linearQuadrupole
  ring

/-- The potentials at `r ≠ 0` of ideal quadrupoles with unit axis vectors along all the axes of an
orthonormal basis add up to zero exactly when the space has dimension three. -/
theorem sum_axes_eq_zero_iff {ι : Type*} [Fintype ι] (b : OrthonormalBasis ι ℝ E)
    {r : E} (hr : r ≠ 0) :
    ∑ i, quadrupolePotential r (b i) = 0 ↔ Fintype.card ι = 3 := by
  have ha : ‖r‖ ≠ 0 := norm_ne_zero_iff.2 hr
  have hb : ∀ i, ‖b i‖ = 1 := b.orthonormal.1
  -- Parseval's identity for r
  have hP : ∑ i, inner ℝ r (b i) ^ 2 = ‖r‖ ^ 2 := by
    rw [← real_inner_self_eq_norm_sq, ← b.sum_inner_mul_inner r r]
    refine Finset.sum_congr rfl fun i _ => ?_
    rw [real_inner_comm r (b i), sq]
  have hsum : ∑ i, quadrupolePotential r (b i) =
      (3 - (Fintype.card ι : ℝ)) * ‖r‖ ^ 2 / ‖r‖ ^ 5 := by
    simp only [quadrupolePotential, hb]
    rw [← Finset.sum_div, Finset.sum_sub_distrib, ← Finset.mul_sum, hP]
    simp only [Finset.sum_const, Finset.card_univ, nsmul_eq_mul]
    ring
  rw [hsum]
  constructor
  · intro h
    have h3 := (mul_eq_zero.1 ((div_eq_zero_iff.1 h).resolve_right
      (pow_ne_zero 5 ha))).resolve_right (pow_ne_zero 2 ha)
    have h4 : (Fintype.card ι : ℝ) = 3 := by linarith
    exact_mod_cast h4
  · intro h
    rw [h]
    norm_num

end

end PointQuadrupole
```

```lean
#print axioms PointQuadrupole.tendsto_quadrupolePotential
-- 'PointQuadrupole.tendsto_quadrupolePotential' depends on axioms: [propext, Classical.choice, Quot.sound]
#print axioms PointQuadrupole.tendsto_angular_form
-- 'PointQuadrupole.tendsto_angular_form' depends on axioms: [propext, Classical.choice, Quot.sound]
#print axioms PointQuadrupole.tendsto_parallelogram
-- 'PointQuadrupole.tendsto_parallelogram' depends on axioms: [propext, Classical.choice, Quot.sound]
#print axioms PointQuadrupole.sum_axes_eq_zero_iff
-- 'PointQuadrupole.sum_axes_eq_zero_iff' depends on axioms: [propext, Classical.choice, Quot.sound]
```

## From the algebra to the limit in Lean

`distance_sq` expands $s^2$; using it at $-h$ gives $t^2$. In `finite_size_formula`, the `generalize` steps replace norms and inner product by plain real variables, leaving an identity in $a,s,t,p,q,h$. The facts `h1` and `h2` are the two rationalised differences, and `h3` is the formula for $S-T$. The final `linear_combination` adds them with the weights used above: `h1 + h2 + 2 * h * p * h3`.

In `tendsto_quadrupolePotential`, continuity gives the limits of $s$ and $t$. The limits `kS`, `kT` and `kG` follow by the rules for sums, products and quotients, with `n1` and `n2` showing that the limiting denominators are nonzero. `hlim` simplifies the resulting value.

`tendsto_angular_form` rewrites that value with the cosine. `tendsto_parallelogram` subtracts two instances of the main limit. `sum_axes_eq_zero_iff` obtains Parseval's identity as `hP`, evaluates the sum in `hsum`, and reads off the dimension from the factor $3-n$.

## Exchanging functions near zero with `congr'`

The limit `k` concerns $8p^2G-q(S+T)$, whereas the theorem concerns $\Phi_h/h^2$. The two are known to agree only when $h\neq0$ and $r$ is on none of the charges. `Tendsto.congr'` accepts this: it transfers a limit between functions that agree eventually along the filter, here for all sufficiently small nonzero $h$.

`filter_upwards` collects the conditions. `self_mem_nhdsWithin` supplies $h\neq0$. The two uses of `eventually_ne` supply $s\neq0$ and $t\neq0$, because both distances tend to the nonzero number $\|r\|$. The finite-size formula then applies at each such $h$, so no explicit bound on $h$ has to be computed.
